# For \(s>0\) and a positive \(C^2\) factor \(g\), the radial potential inverted from \(u=r^s g\) at angular momentum \(l\) is bounded near the origin exactly when \(s=l+1\) and \(g'(0)=0\)

Let \(u(r)=r^s g(r)\) be a prescribed reduced radial function, that is, \(r\) times the radial part of an orbital. When a potential is recovered from \(u\) by inverting the radial Schrödinger equation, whether it stays bounded at the nucleus depends on the exponent \(s\) and on how \(g\) behaves at \(r=0\), and one must choose what smoothness means at that end point. The choice here is one-sided: \(g\) has two continuous derivatives on a closed interval \([0,a]\), so it may leave the origin with a nonzero slope, as the factor \(g\) of a hydrogenic function does.

```lean
import Mathlib

open Filter Topology Set

namespace InvertedPseudopotential

noncomputable section

/-- The factor `g` is positive and twice continuously differentiable on `[0, a]`, `a > 0`,
with first and second derivatives `g'` and `g''` (one-sided at the end points). -/
structure RegularFactor (a : ℝ) (g g' g'' : ℝ → ℝ) : Prop where
  a_pos : 0 < a
  pos : ∀ r ∈ Icc 0 a, 0 < g r
  deriv_one : ∀ r ∈ Icc 0 a, HasDerivWithinAt g (g' r) (Icc 0 a) r
  deriv_two : ∀ r ∈ Icc 0 a, HasDerivWithinAt g' (g'' r) (Icc 0 a) r
  cont : ContinuousOn g'' (Icc 0 a)

/-- The radial function `u(r) = r^s g(r)`, used for `r > 0`. -/
def radialFunction (s : ℝ) (g : ℝ → ℝ) : ℝ → ℝ := fun r => r ^ s * g r

/-- The potential `E + u''/(2u) - l(l+1)/(2r²)` obtained by inverting the radial Schrödinger
equation in atomic units, at points where `r ≠ 0` and `u(r) ≠ 0`. -/
def invertedPotential (E : ℝ) (l : ℕ) (u : ℝ → ℝ) (r : ℝ) : ℝ :=
  E + deriv (deriv u) r / (2 * u r) - l * (l + 1) / (2 * r ^ 2)

/-- The potential `V` is bounded on some interval `(0, δ)` with `δ > 0`. -/
def BoundedNearOrigin (V : ℝ → ℝ) : Prop :=
  ∃ C δ : ℝ, 0 < δ ∧ ∀ r, 0 < r → r < δ → |V r| ≤ C

variable {a s : ℝ} {g g' g'' : ℝ → ℝ}

/-- For a regular factor `g` and `0 < r < a`, the inverted potential of `r^s g` splits into a
constant, an inverse-square term, a term in `g'/(r g)` and a term in `g''/g`. -/
theorem invertedPotential_eq (h : RegularFactor a g g' g'') (E : ℝ) (l : ℕ) {r : ℝ}
    (hr : r ∈ Ioo 0 a) :
    invertedPotential E l (radialFunction s g) r =
      E + (s * (s - 1) - l * (l + 1)) / (2 * r ^ 2) + s * g' r / (r * g r)
        + g'' r / (2 * g r) := by
  have d1 : ∀ x ∈ Ioo 0 a, HasDerivAt g (g' x) x := fun x hx =>
    (h.deriv_one x (Ioo_subset_Icc_self hx)).hasDerivAt (Icc_mem_nhds hx.1 hx.2)
  have d2 : HasDerivAt g' (g'' r) r :=
    (h.deriv_two r (Ioo_subset_Icc_self hr)).hasDerivAt (Icc_mem_nhds hr.1 hr.2)
  have pw : ∀ p x : ℝ, 0 < x → HasDerivAt (fun y : ℝ => y ^ p) (p * x ^ (p - 1)) x :=
    fun p x hx => Real.hasDerivAt_rpow_const (Or.inl hx.ne')
  -- the first derivative of u, valid in a neighbourhood of r
  have ev : deriv (radialFunction s g) =ᶠ[𝓝 r]
      fun x => s * x ^ (s - 1) * g x + x ^ s * g' x := by
    filter_upwards [Ioo_mem_nhds hr.1 hr.2] with x hx
    exact ((pw s x hx.1).fun_mul (d1 x hx)).deriv
  -- the second derivative of u at r
  have second : HasDerivAt (fun x => s * x ^ (s - 1) * g x + x ^ s * g' x)
      (s * ((s - 1) * r ^ (s - 1 - 1)) * g r + s * r ^ (s - 1) * g' r
        + (s * r ^ (s - 1) * g' r + r ^ s * g'' r)) r :=
    (((pw (s - 1) r hr.1).const_mul s).fun_mul (d1 r hr)).fun_add
      ((pw s r hr.1).fun_mul d2)
  have hr0 : r ≠ 0 := hr.1.ne'
  have hg : g r ≠ 0 := (h.pos r (Ioo_subset_Icc_self hr)).ne'
  have hp : r ^ s ≠ 0 := (Real.rpow_pos_of_pos hr.1 s).ne'
  unfold invertedPotential
  rw [ev.deriv_eq, second.deriv, Real.rpow_sub_one hr0, Real.rpow_sub_one hr0]
  unfold radialFunction
  generalize r ^ s = p at hp ⊢
  field_simp
  ring

/-- A regular factor and its first two derivatives tend to their values at the origin
as `r → 0⁺`. -/
theorem RegularFactor.tendsto_origin (h : RegularFactor a g g' g'') :
    Tendsto g (𝓝[>] 0) (𝓝 (g 0)) ∧ Tendsto g' (𝓝[>] 0) (𝓝 (g' 0)) ∧
      Tendsto g'' (𝓝[>] 0) (𝓝 (g'' 0)) := by
  have h0 : (0 : ℝ) ∈ Icc 0 a := ⟨le_rfl, h.a_pos.le⟩
  have le : 𝓝[>] (0 : ℝ) ≤ 𝓝[Icc 0 a] 0 :=
    nhdsWithin_le_of_mem (mem_of_superset (Ioo_mem_nhdsGT h.a_pos) Ioo_subset_Icc_self)
  exact ⟨(h.deriv_one 0 h0).continuousWithinAt.mono_left le,
    (h.deriv_two 0 h0).continuousWithinAt.mono_left le, (h.cont 0 h0).mono_left le⟩

/-- For a regular factor `g`, `r² V(r)` tends to `(s(s-1) - l(l+1))/2` as `r → 0⁺`, where `V` is
the inverted potential of `r^s g`. -/
theorem tendsto_sq_mul_potential (h : RegularFactor a g g' g'') (E : ℝ) (l : ℕ) :
    Tendsto (fun r => r ^ 2 * invertedPotential E l (radialFunction s g) r) (𝓝[>] 0)
      (𝓝 ((s * (s - 1) - l * (l + 1)) / 2)) := by
  obtain ⟨t0, t1, t2⟩ := h.tendsto_origin
  have g0 : g 0 ≠ 0 := (h.pos 0 ⟨le_rfl, h.a_pos.le⟩).ne'
  have hr : Tendsto (fun r : ℝ => r) (𝓝[>] 0) (𝓝 0) := tendsto_id.mono_left nhdsWithin_le_nhds
  have lim := ((((hr.pow 2).mul_const E).add_const ((s * (s - 1) - l * (l + 1)) / 2)).add
    ((hr.const_mul s).mul (t1.div t0 g0))).add
    ((hr.pow 2).mul (t2.div (t0.const_mul 2) (mul_ne_zero two_ne_zero g0)))
  convert lim.congr' ?_ using 2
  · ring
  · filter_upwards [Ioo_mem_nhdsGT h.a_pos] with r hr
    have hr0 : r ≠ 0 := hr.1.ne'
    have hg : g r ≠ 0 := (h.pos r (Ioo_subset_Icc_self hr)).ne'
    rw [invertedPotential_eq h E l hr]
    simp only [Pi.div_apply]
    field_simp

/-- Cusp relation: for a regular factor `g`, the inverted potential `V` of `r^(l+1) g` satisfies
`r V(r) → (l+1) g'(0)/g(0)` as `r → 0⁺`. -/
theorem tendsto_mul_potential (h : RegularFactor a g g' g'') (E : ℝ) (l : ℕ) :
    Tendsto (fun r => r * invertedPotential E l (radialFunction ((l : ℝ) + 1) g) r) (𝓝[>] 0)
      (𝓝 (((l : ℝ) + 1) * (g' 0 / g 0))) := by
  obtain ⟨t0, t1, t2⟩ := h.tendsto_origin
  have g0 : g 0 ≠ 0 := (h.pos 0 ⟨le_rfl, h.a_pos.le⟩).ne'
  have hr : Tendsto (fun r : ℝ => r) (𝓝[>] 0) (𝓝 0) := tendsto_id.mono_left nhdsWithin_le_nhds
  have lim := ((hr.mul_const E).add ((t1.div t0 g0).const_mul ((l : ℝ) + 1))).add
    (hr.mul (t2.div (t0.const_mul 2) (mul_ne_zero two_ne_zero g0)))
  convert lim.congr' ?_ using 2
  · ring
  · filter_upwards [Ioo_mem_nhdsGT h.a_pos] with r hr
    have hr0 : r ≠ 0 := hr.1.ne'
    have hg : g r ≠ 0 := (h.pos r (Ioo_subset_Icc_self hr)).ne'
    rw [invertedPotential_eq h E l hr,
      show ((l : ℝ) + 1) * ((l : ℝ) + 1 - 1) - l * (l + 1) = 0 by ring, zero_div]
    simp only [Pi.div_apply]
    field_simp
    ring

/-- For a regular factor `g` with `g'(0) = 0`, the inverted potential of `r^(l+1) g` tends to
`E + (2l+3) g''(0)/(2 g(0))` as `r → 0⁺`. -/
theorem tendsto_potential (h : RegularFactor a g g' g'') (E : ℝ) (l : ℕ) (h1 : g' 0 = 0) :
    Tendsto (invertedPotential E l (radialFunction ((l : ℝ) + 1) g)) (𝓝[>] 0)
      (𝓝 (E + (2 * l + 3) * g'' 0 / (2 * g 0))) := by
  obtain ⟨t0, -, t2⟩ := h.tendsto_origin
  have h0 : (0 : ℝ) ∈ Icc 0 a := ⟨le_rfl, h.a_pos.le⟩
  have g0 : g 0 ≠ 0 := (h.pos 0 h0).ne'
  -- since g'(0) = 0, the quotient g'(r)/r tends to g''(0)
  have le : 𝓝[>] (0 : ℝ) ≤ 𝓝[Icc 0 a \ {0}] 0 :=
    nhdsWithin_le_of_mem (mem_of_superset (Ioo_mem_nhdsGT h.a_pos)
      fun x hx => ⟨Ioo_subset_Icc_self hx, hx.1.ne'⟩)
  have q : Tendsto (fun r => g' r / r) (𝓝[>] 0) (𝓝 (g'' 0)) := by
    refine ((hasDerivWithinAt_iff_tendsto_slope.mp (h.deriv_two 0 h0)).mono_left le).congr ?_
    intro r
    rw [slope_def_field, h1, sub_zero, sub_zero]
  have lim := (((q.div t0 g0).const_mul ((l : ℝ) + 1)).const_add E).add
    (t2.div (t0.const_mul 2) (mul_ne_zero two_ne_zero g0))
  convert lim.congr' ?_ using 2
  · field_simp
    ring
  · filter_upwards [Ioo_mem_nhdsGT h.a_pos] with r hr
    have hr0 : r ≠ 0 := hr.1.ne'
    have hg : g r ≠ 0 := (h.pos r (Ioo_subset_Icc_self hr)).ne'
    rw [invertedPotential_eq h E l hr,
      show ((l : ℝ) + 1) * ((l : ℝ) + 1 - 1) - l * (l + 1) = 0 by ring, zero_div]
    simp only [Pi.div_apply]
    field_simp
    ring

/-- For `s > 0` and a regular factor `g`, the inverted potential of `u = r^s g` is bounded near
the origin if and only if `s = l + 1` and `g'(0) = 0`. -/
theorem bounded_iff (h : RegularFactor a g g' g'') (E : ℝ) (l : ℕ) (hs : 0 < s) :
    BoundedNearOrigin (invertedPotential E l (radialFunction s g)) ↔
      s = l + 1 ∧ g' 0 = 0 := by
  constructor
  · rintro ⟨C, δ, hδ, hC⟩
    have hr : Tendsto (fun r : ℝ => r) (𝓝[>] 0) (𝓝 0) :=
      tendsto_id.mono_left nhdsWithin_le_nhds
    -- a bounded potential satisfies r V → 0 and r² V → 0
    have z1 : Tendsto (fun r => r * invertedPotential E l (radialFunction s g) r)
        (𝓝[>] 0) (𝓝 0) := by
      refine squeeze_zero_norm' (a := fun r => r * C) ?_ (by simpa using hr.mul_const C)
      filter_upwards [Ioo_mem_nhdsGT hδ] with r hr
      rw [Real.norm_eq_abs, abs_mul, abs_of_pos hr.1]
      exact mul_le_mul_of_nonneg_left (hC r hr.1 hr.2) hr.1.le
    have z2 : Tendsto (fun r => r ^ 2 * invertedPotential E l (radialFunction s g) r)
        (𝓝[>] 0) (𝓝 (0 * 0)) := (hr.mul z1).congr fun r => by ring
    have e2 := tendsto_nhds_unique z2 (tendsto_sq_mul_potential h E l)
    have hl : (0 : ℝ) ≤ l := Nat.cast_nonneg l
    have fac : (s - (l + 1)) * (s + l) = 0 := by linear_combination -2 * e2
    have hsl : s = l + 1 :=
      sub_eq_zero.mp ((mul_eq_zero.mp fac).resolve_right (by linarith))
    refine ⟨hsl, ?_⟩
    rw [hsl] at z1
    have e1 := tendsto_nhds_unique (tendsto_mul_potential h E l) z1
    have g0 : g 0 ≠ 0 := (h.pos 0 ⟨le_rfl, h.a_pos.le⟩).ne'
    have e3 := (mul_eq_zero.mp e1).resolve_left (by linarith)
    exact (div_eq_zero_iff.mp e3).resolve_right g0
  · rintro ⟨hsl, h1⟩
    rw [hsl]
    -- a finite limit at the origin gives a bound
    have ev := (tendsto_potential h E l h1).abs.eventually_lt_const (lt_add_one _)
    obtain ⟨δ, hδ, hsub⟩ := mem_nhdsGT_iff_exists_Ioo_subset.mp ev
    exact ⟨_, δ, hδ, fun r h0 hr => le_of_lt (hsub ⟨h0, hr⟩)⟩

/-- The exponential `exp(-κ r)` is a regular factor on every interval `[0, a]` with `a > 0`. -/
theorem regularFactor_witness (κ : ℝ) (ha : 0 < a) :
    RegularFactor a (fun r => Real.exp (-κ * r)) (fun r => -κ * Real.exp (-κ * r))
      (fun r => κ ^ 2 * Real.exp (-κ * r)) := by
  have e : ∀ r, HasDerivAt (fun x => Real.exp (-κ * x)) (-κ * Real.exp (-κ * r)) r :=
    fun r => (((hasDerivAt_id' r).const_mul (-κ)).exp).congr_deriv (by ring)
  exact ⟨ha, fun r _ => Real.exp_pos _, fun r _ => (e r).hasDerivWithinAt,
    fun r _ => (((e r).const_mul (-κ)).congr_deriv (by ring)).hasDerivWithinAt,
    by fun_prop⟩

/-- Inverting `u = r^(l+1) exp(-Z r/(l+1))` at the energy `-Z²/(2(l+1)²)` gives the Coulomb
potential `-Z/r` at every `r > 0`. -/
theorem invertedPotential_hydrogenic (Z : ℝ) (l : ℕ) {r : ℝ} (hr : 0 < r) :
    invertedPotential (-(Z ^ 2 / (2 * ((l : ℝ) + 1) ^ 2))) l
      (radialFunction ((l : ℝ) + 1) fun x => Real.exp (-(Z / ((l : ℝ) + 1)) * x)) r
      = -Z / r := by
  have hl : (l : ℝ) + 1 ≠ 0 := by positivity
  have hr0 : r ≠ 0 := hr.ne'
  rw [invertedPotential_eq (regularFactor_witness (Z / ((l : ℝ) + 1)) (by linarith : 0 < r + 1))
    _ l ⟨hr, lt_add_one r⟩,
    show ((l : ℝ) + 1) * ((l : ℝ) + 1 - 1) - l * (l + 1) = 0 by ring, zero_div]
  have he := Real.exp_ne_zero (-(Z / ((l : ℝ) + 1)) * r)
  generalize Real.exp (-(Z / ((l : ℝ) + 1)) * r) = p at he ⊢
  field_simp
  ring

end

end InvertedPseudopotential
```

```lean
#print axioms InvertedPseudopotential.bounded_iff
-- 'InvertedPseudopotential.bounded_iff' depends on axioms: [propext, Classical.choice, Quot.sound]
#print axioms InvertedPseudopotential.invertedPotential_hydrogenic
-- 'InvertedPseudopotential.invertedPotential_hydrogenic' depends on axioms: [propext, Classical.choice, Quot.sound]
```

## The potential and the conditions on \(u\)

In atomic units, a radial function \(u\) with angular momentum \(l\) and energy \(E\) in a local potential \(V\) satisfies

\[
-\tfrac12 u''+\frac{l(l+1)}{2r^2}\,u+Vu=E\,u .
\]

Where \(u\neq0\), solving for \(V\) gives

\[
V(r)=E+\frac{u''(r)}{2u(r)}-\frac{l(l+1)}{2r^2}.
\]

This is `invertedPotential E l u r`. Its second derivative is `deriv (deriv u) r`, the actual derivative of the function supplied, and not a formula put in by definition. The function supplied is `radialFunction s g`, with a real exponent `s`. A constant factor in \(u\) cancels in \(u''/u\), so normalisation plays no part.

The structure `RegularFactor a g g' g''` collects the assumptions on \(g\). It says that \(a>0\), that \(g>0\) on \([0,a]\), that `g'` and `g''` are the first and second derivatives there, and that `g''` is continuous. In Lean the primes are only parts of names; the fields `deriv_one` and `deriv_two` tie the three functions together. Positivity means that \(u\) has no node in \((0,a]\), and \(g(0)>0\) makes \(s\) the true leading power of \(u\). Beyond \(a\), nothing is assumed.

`BoundedNearOrigin V` asks for numbers \(C\) and \(\delta>0\) with \(|V(r)|\le C\) whenever \(0<r<\delta\). The value at \(r=0\) is never used. The main theorem, `bounded_iff`, then says that for \(s>0\), every natural \(l\) and every real \(E\), the inverted potential is bounded in this sense if and only if \(s=l+1\) and \(g'(0)=0\). The energy need not be an eigenvalue, and no condition is placed on \(u\) at large \(r\).

## What this means for a pseudopotential

In one family of methods for generating norm-conserving pseudopotentials, a smooth nodeless function replaces the atomic orbital inside a core radius, and the potential follows by inversion. For one angular-momentum channel and a function of the form \(r^s g\) as above, the theorem tells which behaviour at the nucleus avoids a singular potential. If \(g=e^{p(r)}\) with a polynomial \(p\), the condition \(g'(0)=0\) says that \(p\) has no linear term.

When the orbital comes from a self-consistent Kohn–Sham calculation, the potential obtained in this way is the screened one. In the simplest unscreening, the Hartree and exchange-correlation potentials of the valence electrons are subtracted to give an ionic pseudopotential, and the hypotheses say nothing about the behaviour of those terms at the origin.

## Two singular terms and a finite limit

For \(0<r<a\), the product rule gives

\[
u'=s r^{s-1}g+r^s g',
\]
\[
u''=s(s-1)r^{s-2}g+2s r^{s-1}g'+r^s g''.
\]

Dividing by \(2u=2r^s g\) and inserting the result in \(V\) yields

\[
V=E+\frac{s(s-1)-l(l+1)}{2r^2}+\frac{s\,g'}{r\,g}+\frac{g''}{2g}.
\]

This is `invertedPotential_eq`. To differentiate twice, Lean needs the formula for \(u'\) throughout a neighbourhood of \(r\), and not only at the point; the step `ev` supplies it. The step `second` differentiates once more, after which \(r^s\) is treated as a nonzero number and `field_simp` and `ring` complete the division.

As \(r\to0^+\), the functions \(g\), \(g'\) and \(g''\) tend to their values at \(0\), by `RegularFactor.tendsto_origin`. Multiplying \(V\) by \(r^2\) leaves

\[
r^2V=r^2E+\frac{s(s-1)-l(l+1)}2+s\,r\,\frac{g'}g+r^2\frac{g''}{2g}
\;\longrightarrow\;\frac{s(s-1)-l(l+1)}2 ,
\]

which is `tendsto_sq_mul_potential`. If \(s=l+1\), the inverse-square term vanishes identically, and

\[
rV=rE+(l+1)\frac{g'}g+r\,\frac{g''}{2g}
\;\longrightarrow\;(l+1)\frac{g'(0)}{g(0)} .
\]

This is the cusp relation `tendsto_mul_potential`: the logarithmic slope of \(g\) at the nucleus fixes the strength of the \(1/r\) singularity.

If also \(g'(0)=0\), then \(g'(r)/r=(g'(r)-g'(0))/r\) is a difference quotient and tends to \(g''(0)\). Hence

\[
V\;\longrightarrow\;E+(l+1)\frac{g''(0)}{g(0)}+\frac{g''(0)}{2g(0)}
=E+\frac{(2l+3)\,g''(0)}{2g(0)} ,
\]

which is `tendsto_potential`. All three limit proofs have the same shape: `lim` assembles the limit from those of \(r\), \(g\), \(g'\) and \(g''\) (in the third proof, from those of \(g'(r)/r\), \(g\) and \(g''\)), and `congr'` replaces the assembled expression by the one containing \(V\), since the two agree on \((0,a)\).

The equivalence follows. Suppose that \(|V|\le C\) near the origin. Then \(|rV|\le rC\), so \(rV\to0\) and \(r^2V=r\,(rV)\to0\). Comparison with the first limit gives

\[
0=s(s-1)-l(l+1)=(s-l-1)(s+l).
\]

Since \(s+l>0\), this forces \(s=l+1\). The second limit must now vanish too, and \(l+1\neq0\) leaves \(g'(0)=0\). Conversely, under the two conditions \(V\) has a finite limit, so \(|V|\) is smaller than the absolute value of that limit plus one on some interval \((0,\delta)\).

The assumption \(s>0\) excludes the second root, \(s=-l\). It could not be relaxed to \(s\ge0\): for \(l=0\) and \(s=0\) the expansion reduces to \(V=E+g''/(2g)\), which is bounded near the origin although \(s\neq l+1\).

## How a bound becomes two equations

A bound is an inequality, while the conclusion consists of two equations. The Mathlib lemma `tendsto_nhds_unique` makes the passage: a function that tends to two values along the same filter has equal limits, provided that the filter is nontrivial and the target space is Hausdorff. The filter here is `𝓝[>] 0`, which describes approach to \(0\) through positive \(r\). It is nontrivial because there are positive reals arbitrarily close to \(0\), and Lean finds this fact by itself.

The lemma is used twice. The bound supplies the limit zero, through `squeeze_zero_norm'`, and the expansion supplies the other limit. The first use yields `e2`, the equation for \(s\); the second yields `e1`, the equation for \(g'(0)\). The order matters, because the cusp relation is available only after \(s=l+1\) is known.

## The hydrogenic function

The theorem `regularFactor_witness` shows that \(e^{-\kappa r}\) satisfies all the assumptions on \(g\), for every real \(\kappa\) and every \(a>0\). Take \(\kappa=Z/(l+1)\), \(s=l+1\) and \(E=-\kappa^2/2\). The expansion becomes

\[
V=-\frac{\kappa^2}2-\frac{(l+1)\kappa}{r}+\frac{\kappa^2}2=-\frac Zr ,
\]

which is `invertedPotential_hydrogenic`, valid at every \(r>0\). For a nuclear charge \(Z>0\), this \(u\) is, up to normalisation, the reduced radial function of the bound states with angular momentum \(l\) and principal quantum number \(l+1\), and it has no node at \(r>0\). Its exponent is the right one, but \(g'(0)=-Z/(l+1)\) is not zero, and the potential is unbounded.

## Smoothness in three dimensions as the assumption

Another model would treat the factor as a function of position, \(\mathbf x\mapsto g(|\mathbf x|)\), and require it to be \(C^2\) on a ball around the nucleus. Along a line through the origin this function is even, so its derivative there vanishes and \(g'(0)=0\) becomes part of the assumption. The criterion would shrink to \(s=l+1\), and the hydrogenic factor with \(Z\neq0\) would be excluded from the start. One-sided derivatives keep functions with a cusp within the theorem, so that the condition on the slope appears as a conclusion.
